# With 1 − iK invertible, S = (1 + iK)(1 − iK)⁻¹ is unitary exactly when K is Hermitian; for Hermitian K, 1 + 2iK never loses flux

## Why does my first-order scattering matrix gain flux?

I have a square complex matrix K over finitely many channels at a fixed energy, and I define

S = (1 + iK)(1 − iK)⁻¹,  B = 1 + 2iK.

The channels are normalised so that the flux of an amplitude vector a is flux(a) = Σᵢ |aᵢ|². For weak scattering I replace S by its first-order expansion B. My K is Hermitian, yet the outgoing flux is always slightly too large. Is K wrong, or is this the truncation? And could the error be a loss for some other wave?

## The truncation adds 4 flux(Ka), so it never gives a loss

The excess comes from the truncation and is no sign of an error in K. Write ⟨x, y⟩ = Σᵢ xᵢ* yᵢ and † for the conjugate transpose. For real c, expanding the squared moduli gives

flux(x + icy) = flux(x) + c² flux(y) − 2c Im⟨x, y⟩.

**The full S.** Suppose 1 − iK is invertible. Then every incoming wave is a = (1 − iK)x for a unique x, and S(1 − iK) = 1 + iK gives the outgoing wave (1 + iK)x. Taking c = −1 and c = 1 with y = Kx, and subtracting,

flux(Sa) = flux(a) − 4 Im⟨x, Kx⟩.

So S never creates flux exactly when Im⟨x, Kx⟩ ≥ 0 for all x, which allows absorption.

For unitarity, put D = 1 − iK and N = 1 + iK = SD. Then

D†(S†S − 1)D = N†N − D†D
N†N = 1 + i(K − K†) + K†K
D†D = 1 − i(K − K†) + K†K
D†(S†S − 1)D = 2i(K − K†).

If S is unitary, the left side vanishes and K = K†. If K = K†, the right side vanishes, and cancelling D† and D leaves S†S = 1.

**The first-order B.** For any K,

B†B − 1 = (1 − 2iK†)(1 + 2iK) − 1 = 2i(K − K†) + 4K†K.

For Hermitian K only 4K² remains, which is second order in K. Also ⟨a, Ka⟩ is then real, so c = 2 and y = Ka give

flux(Ba) = flux(a) + 4 flux(Ka).

The excess is never negative, and it is zero exactly when Ka = 0.

**Two channels.** Let every entry of the 2 × 2 matrix K be 0.1. For a = (1, 0), Ka = (0.1, 0.1) and Ba = (1 + 0.2i, 0.2i). The outgoing flux is 1.04 + 0.04 = 1.08, which is 1 + 4 × 0.02. For a = (1, −1)/√2, Ka = 0 and the flux stays 1.

In a finite-channel calculation with Hermitian K, a small flux excess from B is therefore no evidence of a faulty K.

## How the Lean file expresses this

The finite type `n` labels the channels, `K : Matrix n n ℂ` is the K matrix, and `star x ⬝ᵥ K *ᵥ x` is ⟨x, Kx⟩. The definitions `flux`, `scatteringMatrix` and `firstOrder` are the formulas above. The hypothesis `IsUnit (1 - I • K)` says that 1 − iK is invertible; the theorems about S assume it, while those about B don't need it. K is given, not derived from a potential or a Schrödinger equation, and there is no infinite set of channels.

`flux_superposition` proves the expansion channel by channel, with `ring` finishing the real algebra. `scatteringMatrix_mul` cancels the inverse. `flux_scattering` combines the two, and `flux_nonincreasing_iff` writes an arbitrary wave as (1 − iK)x to obtain the absorption criterion.

In `unitarity_defect`, 1 − iK is first treated as a single symbol `D` to regroup the product; then SD is replaced by 1 + iK, and `module` collects the expanded terms. `unitary_iff_hermitian` uses 2i ≠ 0 in one direction and cancels the invertible factors in the other.

`firstOrder_defect` expands B†B using (2i)² = −4, and `firstOrder_defect_hermitian` removes the linear term. `flux_firstOrder` shows that ⟨a, Ka⟩ equals its own conjugate, then applies the expansion with c = 2. Finally, `firstOrder_never_loses_flux` uses that a sum of squared moduli is nonnegative and vanishes only if every term does.

```lean
import Mathlib

open Matrix
open Complex (I)

namespace KMatrixFlux

noncomputable section

variable {n : Type*} [Fintype n]

/-- The flux carried by a vector of channel amplitudes: the sum of their squared moduli. -/
def flux (a : n → ℂ) : ℝ := ∑ i, Complex.normSq (a i)

/-- The flux of a superposition `x + i c y` with real `c`, including its interference term. -/
theorem flux_superposition (x y : n → ℂ) (c : ℝ) :
    flux (x + ((c : ℂ) * I) • y) =
      flux x + c ^ 2 * flux y - 2 * c * (star x ⬝ᵥ y).im := by
  simp only [flux, dotProduct, Complex.im_sum, Finset.mul_sum,
    ← Finset.sum_add_distrib, ← Finset.sum_sub_distrib]
  refine Finset.sum_congr rfl fun i _ => ?_
  simp only [Pi.add_apply, Pi.smul_apply, Pi.star_apply, smul_eq_mul,
    Complex.normSq_apply, Complex.add_re, Complex.add_im, Complex.mul_re,
    Complex.mul_im, Complex.ofReal_re, Complex.ofReal_im, Complex.I_re,
    Complex.I_im, Complex.star_def, Complex.conj_re, Complex.conj_im]
  ring

variable [DecidableEq n]

/-- The scattering matrix `S = (1 + iK)(1 - iK)⁻¹`, meaningful when `1 - iK` is invertible. -/
def scatteringMatrix (K : Matrix n n ℂ) : Matrix n n ℂ :=
  (1 + I • K) * (1 - I • K)⁻¹

/-- The first-order approximation `B = 1 + 2iK` to the scattering matrix. -/
def firstOrder (K : Matrix n n ℂ) : Matrix n n ℂ := 1 + (2 * I) • K

/-- If `1 - iK` is invertible, then `S (1 - iK) = 1 + iK`. -/
theorem scatteringMatrix_mul {K : Matrix n n ℂ} (h : IsUnit (1 - I • K)) :
    scatteringMatrix K * (1 - I • K) = 1 + I • K := by
  rw [scatteringMatrix, mul_assoc,
    Matrix.nonsing_inv_mul _ ((Matrix.isUnit_iff_isUnit_det _).mp h), mul_one]

/-- Flux balance for any `K` with `1 - iK` invertible: the incoming wave `(1 - iK) x`
loses the flux `4 Im ⟨x, K x⟩` in the scattering. -/
theorem flux_scattering {K : Matrix n n ℂ} (h : IsUnit (1 - I • K)) (x : n → ℂ) :
    flux (scatteringMatrix K *ᵥ ((1 - I • K) *ᵥ x)) =
      flux ((1 - I • K) *ᵥ x) - 4 * (star x ⬝ᵥ K *ᵥ x).im := by
  have hN : (1 + I • K) *ᵥ x = x + (((1 : ℝ) : ℂ) * I) • (K *ᵥ x) := by
    simp [Matrix.add_mulVec, Matrix.smul_mulVec]
  have hD : (1 - I • K) *ᵥ x = x + (((-1 : ℝ) : ℂ) * I) • (K *ᵥ x) := by
    rw [Matrix.sub_mulVec, Matrix.smul_mulVec, Matrix.one_mulVec]
    push_cast
    module
  rw [Matrix.mulVec_mulVec, scatteringMatrix_mul h, hN, hD,
    flux_superposition, flux_superposition]
  ring

/-- For `1 - iK` invertible, scattering never creates flux exactly when
`Im ⟨x, K x⟩` is nonnegative for every `x`. -/
theorem flux_nonincreasing_iff {K : Matrix n n ℂ} (h : IsUnit (1 - I • K)) :
    (∀ a, flux (scatteringMatrix K *ᵥ a) ≤ flux a) ↔
      ∀ x : n → ℂ, 0 ≤ (star x ⬝ᵥ K *ᵥ x).im := by
  constructor
  · intro hS x
    have h1 := hS ((1 - I • K) *ᵥ x)
    rw [flux_scattering h] at h1
    linarith
  · intro hK a
    -- every incoming wave has the form (1 - iK) x
    have ha : (1 - I • K) *ᵥ ((1 - I • K)⁻¹ *ᵥ a) = a := by
      rw [Matrix.mulVec_mulVec,
        Matrix.mul_nonsing_inv _ ((Matrix.isUnit_iff_isUnit_det _).mp h),
        Matrix.one_mulVec]
    have h1 := flux_scattering h ((1 - I • K)⁻¹ *ᵥ a)
    rw [ha] at h1
    linarith [hK ((1 - I • K)⁻¹ *ᵥ a)]

/-- For `1 - iK` invertible, the unitarity defect `S†S - 1`, taken between `(1 - iK)†` and
`1 - iK`, equals `2i(K - K†)`. -/
theorem unitarity_defect {K : Matrix n n ℂ} (h : IsUnit (1 - I • K)) :
    (1 - I • K)ᴴ * ((scatteringMatrix K)ᴴ * scatteringMatrix K - 1) * (1 - I • K) =
      (2 * I) • (K - Kᴴ) := by
  have h1 : (1 - I • K)ᴴ * ((scatteringMatrix K)ᴴ * scatteringMatrix K - 1) * (1 - I • K) =
      (scatteringMatrix K * (1 - I • K))ᴴ * (scatteringMatrix K * (1 - I • K)) -
        (1 - I • K)ᴴ * (1 - I • K) := by
    rw [Matrix.conjTranspose_mul]
    -- only the defect is to be expanded, so 1 - iK is treated as one symbol
    generalize 1 - I • K = D
    rw [mul_sub, sub_mul, mul_one]
    simp only [mul_assoc]
  rw [h1, scatteringMatrix_mul h]
  simp only [Matrix.conjTranspose_add, Matrix.conjTranspose_sub, Matrix.conjTranspose_one,
    Matrix.conjTranspose_smul, Complex.star_def, Complex.conj_I, add_mul, mul_add,
    sub_mul, mul_sub, Matrix.smul_mul, Matrix.mul_smul, one_mul, mul_one]
  module

/-- For `1 - iK` invertible, the scattering matrix `(1 + iK)(1 - iK)⁻¹` is unitary
if and only if `K` is Hermitian. -/
theorem unitary_iff_hermitian {K : Matrix n n ℂ} (h : IsUnit (1 - I • K)) :
    scatteringMatrix K ∈ Matrix.unitaryGroup n ℂ ↔ K.IsHermitian := by
  have hd := unitarity_defect h
  rw [Matrix.mem_unitaryGroup_iff', Matrix.star_eq_conjTranspose]
  constructor
  · intro hS
    rw [hS, sub_self, mul_zero, zero_mul] at hd
    have h2 : (2 * I : ℂ) ≠ 0 := mul_ne_zero two_ne_zero Complex.I_ne_zero
    exact (sub_eq_zero.mp ((smul_eq_zero.mp hd.symm).resolve_left h2)).symm
  · intro hK
    rw [hK.eq, sub_self, smul_zero] at hd
    -- cancel the invertible factors on both sides of the defect
    have hstar : IsUnit (1 - I • K)ᴴ := h.star
    exact sub_eq_zero.mp (hstar.mul_right_eq_zero.mp (h.mul_left_eq_zero.mp hd))

/-- For any `K`, the unitarity defect of `B = 1 + 2iK` is the linear term `2i(K - K†)`
plus the quadratic term `4K†K`. -/
theorem firstOrder_defect (K : Matrix n n ℂ) :
    (firstOrder K)ᴴ * firstOrder K - 1 = (2 * I) • (K - Kᴴ) + (4 : ℂ) • (Kᴴ * K) := by
  have hs : star (2 * I) = -(2 * I) := by
    apply Complex.ext <;> simp
  have hI : (2 * I) * (2 * I) = -4 := by
    linear_combination 4 * Complex.I_mul_I
  simp only [firstOrder, Matrix.conjTranspose_add, Matrix.conjTranspose_one,
    Matrix.conjTranspose_smul, hs, add_mul, mul_add, Matrix.smul_mul, Matrix.mul_smul,
    one_mul, mul_one]
  linear_combination (norm := module) -(hI • (Kᴴ * K))

/-- For Hermitian `K`, the first-order matrix `B = 1 + 2iK` satisfies `B†B - 1 = 4K²`. -/
theorem firstOrder_defect_hermitian {K : Matrix n n ℂ} (hK : K.IsHermitian) :
    (firstOrder K)ᴴ * firstOrder K - 1 = (4 : ℂ) • K ^ 2 := by
  rw [firstOrder_defect, hK.eq, sub_self, smul_zero, zero_add, sq]

/-- For Hermitian `K`, the first-order matrix `B = 1 + 2iK` adds to a wave `a` the flux
`4 flux (K a)`. -/
theorem flux_firstOrder {K : Matrix n n ℂ} (hK : K.IsHermitian) (a : n → ℂ) :
    flux (firstOrder K *ᵥ a) = flux a + 4 * flux (K *ᵥ a) := by
  -- the expectation value of a Hermitian matrix is real
  have h1 : star a ⬝ᵥ K *ᵥ a = star (star (K *ᵥ a) ⬝ᵥ a) := by
    simp only [dotProduct, star_sum, star_mul', Pi.star_apply, star_star]
    exact Finset.sum_congr rfl fun _ _ => mul_comm _ _
  rw [Matrix.star_mulVec, hK.eq, ← Matrix.dotProduct_mulVec] at h1
  have h2 := congrArg Complex.im h1
  rw [Complex.star_def, Complex.conj_im] at h2
  have h3 : (star a ⬝ᵥ K *ᵥ a).im = 0 := by linarith
  have hB : firstOrder K *ᵥ a = a + (((2 : ℝ) : ℂ) * I) • (K *ᵥ a) := by
    simp [firstOrder, Matrix.add_mulVec, Matrix.smul_mulVec]
  rw [hB, flux_superposition, h3]
  ring

/-- For Hermitian `K`, the first-order matrix never loses flux, and it conserves the flux
of a wave `a` exactly when `K a = 0`. -/
theorem firstOrder_never_loses_flux {K : Matrix n n ℂ} (hK : K.IsHermitian) (a : n → ℂ) :
    flux a ≤ flux (firstOrder K *ᵥ a) ∧
      (flux (firstOrder K *ᵥ a) = flux a ↔ K *ᵥ a = 0) := by
  have h0 : 0 ≤ flux (K *ᵥ a) := Finset.sum_nonneg fun i _ => Complex.normSq_nonneg _
  have hz : flux (K *ᵥ a) = 0 ↔ K *ᵥ a = 0 := by
    unfold flux
    rw [Finset.sum_eq_zero_iff_of_nonneg fun i _ => Complex.normSq_nonneg _]
    simp [funext_iff]
  rw [flux_firstOrder hK, ← hz]
  exact ⟨by linarith, fun h => by linarith, fun h => by linarith⟩

end

end KMatrixFlux
```

```lean
#print axioms KMatrixFlux.flux_nonincreasing_iff
-- 'KMatrixFlux.flux_nonincreasing_iff' depends on axioms: [propext, Classical.choice, Quot.sound]
#print axioms KMatrixFlux.unitary_iff_hermitian
-- 'KMatrixFlux.unitary_iff_hermitian' depends on axioms: [propext, Classical.choice, Quot.sound]
#print axioms KMatrixFlux.firstOrder_defect_hermitian
-- 'KMatrixFlux.firstOrder_defect_hermitian' depends on axioms: [propext, Classical.choice, Quot.sound]
#print axioms KMatrixFlux.firstOrder_never_loses_flux
-- 'KMatrixFlux.firstOrder_never_loses_flux' depends on axioms: [propext, Classical.choice, Quot.sound]
```
